# For the one-body matrix with all entries one on N orbitals, the absolute eigenvalues sum to N and the absolute entries to N²

The declaration concerns a one-body matrix on a finite set of N orbitals in which every entry, diagonal ones included, equals one; there is no interaction term. It states that the absolute values of the eigenvalues, counted with multiplicity, sum to N, while the absolute values of the entries sum to N². For the first part, the attempt uses an earlier lemma by which the absolute eigenvalues of a positive semidefinite matrix sum to its trace, and then computes the trace. The second part is left to `simp`, with the definitions unfolded.

In Lean, a first try:

```lean
import Mathlib

open Matrix
open scoped ComplexOrder

namespace UniformHoppingNorms

noncomputable section

variable {n : Type*} [Fintype n]

/-- The one-body one-norm: the sum of the absolute values of all matrix entries. -/
def oneNorm (A : Matrix n n ℂ) : ℝ := ∑ p, ∑ q, ‖A p q‖

/-- The one-body matrix in which all entries, diagonal ones included, equal one. -/
def uniformHopping : Matrix n n ℂ := Matrix.of fun _ _ => 1

/-- The matrix with all entries equal to one is positive semidefinite. -/
theorem uniformHopping_posSemidef : (uniformHopping : Matrix n n ℂ).PosSemidef := by
  -- it is the Gram matrix of a single row of ones
  let B : Matrix Unit n ℂ := Matrix.of fun _ _ => 1
  have hB : (uniformHopping : Matrix n n ℂ) = Bᴴ * B := by
    ext i j
    simp [uniformHopping, B, Matrix.mul_apply]
  rw [hB]
  exact Matrix.posSemidef_conjTranspose_mul_self B

variable [DecidableEq n]

/-- The sum of the absolute values of the eigenvalues of a Hermitian matrix, counted with
multiplicity. -/
def spectralOneNorm {h : Matrix n n ℂ} (hh : h.IsHermitian) : ℝ :=
  ∑ i, |hh.eigenvalues i|

/-- For a positive semidefinite one-body matrix, the sum of the absolute eigenvalues is the
trace. -/
theorem spectralOneNorm_eq_trace {h : Matrix n n ℂ} (hh : h.PosSemidef) :
    spectralOneNorm hh.isHermitian = h.trace.re := by
  have t : h.trace = ((∑ i, hh.isHermitian.eigenvalues i : ℝ) : ℂ) :=
    hh.isHermitian.trace_eq_sum_eigenvalues.trans (Complex.ofReal_sum _ _).symm
  rw [t, Complex.ofReal_re]
  exact Finset.sum_congr rfl fun i _ => abs_of_nonneg (hh.eigenvalues_nonneg i)

/-- For the matrix with all entries one on `N` orbitals, the absolute eigenvalues sum to `N`,
while the one-norm is `N ^ 2`. -/
theorem uniformHopping_norms :
    spectralOneNorm (uniformHopping_posSemidef (n := n)).isHermitian = Fintype.card n ∧
      oneNorm (uniformHopping : Matrix n n ℂ) = (Fintype.card n : ℝ) ^ 2 := by
  constructor
  · rw [spectralOneNorm_eq_trace]
    simp [Matrix.trace, uniformHopping]
  · simp [oneNorm, uniformHopping, sq]

end

end UniformHoppingNorms
```

Compiling this gives:

```
Main.lean:50:2: error: unsolved goals
case left
n : Type u_1
inst✝¹ : Fintype n
inst✝ : DecidableEq n
⊢ uniformHopping.PosSemidef
```

What went wrong. The message reports one goal left open in the first part: that `uniformHopping` is positive semidefinite. This had already been proved, as `uniformHopping_posSemidef`, and that proof even appears in the statement, but the rewrite did not pick it up.

The lemma `spectralOneNorm_eq_trace` takes a proof `hh` of positive semidefiniteness, which `rw` was left to find by matching. In the left-hand side, `hh` occurs only inside `hh.isHermitian`, itself a proof. Lean regards any two proofs of the same proposition as equal, so the match could succeed without determining `hh`. The rewrite therefore went through and left `hh` as a further goal. The `simp` that follows closed the main goal, the one about the trace, but did not touch this second one.

The repair passes `uniformHopping_posSemidef (n := n)` to the lemma explicitly, so nothing is left over to prove.

Lean accepts the file once it reads:

```diff
@@ -48,5 +48,5 @@
       oneNorm (uniformHopping : Matrix n n ℂ) = (Fintype.card n : ℝ) ^ 2 := by
   constructor
-  · rw [spectralOneNorm_eq_trace]
+  · rw [spectralOneNorm_eq_trace (uniformHopping_posSemidef (n := n))]
     simp [Matrix.trace, uniformHopping]
   · simp [oneNorm, uniformHopping, sq]
```
